# Keeping the hoppings in a finite set S gives the unique best zone-averaged Frobenius approximation among models supported in S

Consider a one-dimensional crystal with lattice constant 1. Lattice vectors are integers $R$, crystal momentum $k$ is a real number, and the orbitals in a cell are labelled by the elements of a type `n`. Matrix entries are complex, and the orbital basis is orthonormal and fixed throughout.

```lean
import Mathlib

open scoped Real ComplexConjugate Matrix

namespace TruncatedWannier

noncomputable section

variable {n : Type*}
```

A model is a family of hopping matrices $h_R$, of which only finitely many are nonzero. In Lean this is `h : ℤ →₀ Matrix n n ℂ`, and `h.support`, written $\operatorname{supp} h$ below, is the set of $R$ with $h_R\neq 0$. The on-site block is $h_0$. The Bloch Hamiltonian is

$$H(k)=\sum_{R} e^{ikR}\,h_R .$$

No Hermiticity is assumed until part (g).

```lean
/-- The Bloch Hamiltonian `H(k) = ∑ exp(ikR) h_R` of finitely many hopping matrices `h_R`. -/
def bloch (h : ℤ →₀ Matrix n n ℂ) (k : ℝ) : Matrix n n ℂ :=
  h.sum fun R A => Complex.exp (R * Complex.I * k) • A
```

The size of a matrix $A$ is measured by its squared Frobenius norm $\|A\|_F^2=\sum_{i,j}|A_{ij}|^2$, where $i,j$ run over a finite set of orbitals.

```lean
/-- The squared Frobenius norm, the sum of the squared moduli of all matrix entries. -/
def frobSq [Fintype n] (A : Matrix n n ℂ) : ℝ := ∑ i, ∑ j, ‖A i j‖ ^ 2
```

The zone average of a real function $f$ is $\langle f\rangle=\frac1{2\pi}\int_0^{2\pi}f(k)\,dk$.

```lean
/-- The average of a function of crystal momentum over the Brillouin zone `0 ≤ k ≤ 2π`. -/
def zoneAvg (f : ℝ → ℝ) : ℝ := (2 * π)⁻¹ * ∫ k in (0 : ℝ)..(2 * π), f k
```

If $G(k)$ is the Bloch Hamiltonian of a second model $g$, the error of $g$ as an approximation to $h$ is $E(h,g)=\langle\|H-G\|_F^2\rangle$. All momenta and all matrix entries carry equal weight.

```lean
/-- The zone-averaged squared Frobenius distance between two Bloch Hamiltonians. -/
def modelError [Fintype n] (h g : ℤ →₀ Matrix n n ℂ) : ℝ :=
  zoneAvg fun k => frobSq (bloch h k - bloch g k)
```

Finally, let $S$ be a finite set of integers. The truncated model $h^S$ has $h^S_R=h_R$ for $R\in S$ and $h^S_R=0$ otherwise. The set $S$ need not be an interval, and it may be empty.

```lean
/-- The truncated model: hoppings `h_R` with `R` in `S` are kept, all others are dropped. -/
def truncate (h : ℤ →₀ Matrix n n ℂ) (S : Finset ℤ) : ℤ →₀ Matrix n n ℂ :=
  h.filter (· ∈ S)
```

## (a) The zone integral of a phase

Show that for every integer $R$

$$\int_0^{2\pi}e^{ikR}\,dk=\begin{cases}2\pi,&R=0,\\0,&R\neq0.\end{cases}$$

For $R=0$ the integrand is 1. For $R\neq0$ an antiderivative is $e^{ikR}/(iR)$, so the integral equals $(e^{2\pi iR}-1)/(iR)$, which vanishes because $e^{2\pi iR}=1$.

In the proof, `split_ifs` separates the two cases, `integral_exp_mul_complex` supplies the integral of the exponential, and `h1` is the statement $e^{2\pi iR}=1$.

```lean
/-- The phase `exp(ikR)` integrates over the zone to `2π` for `R = 0` and to zero otherwise. -/
theorem integral_phase (R : ℤ) :
    ∫ k in (0 : ℝ)..(2 * π), Complex.exp (R * Complex.I * k) =
      if R = 0 then ((2 * π : ℝ) : ℂ) else 0 := by
  split_ifs with h
  · subst h
    simp
  · have hc : (R : ℂ) * Complex.I ≠ 0 :=
      mul_ne_zero (Int.cast_ne_zero.mpr h) Complex.I_ne_zero
    have h1 : Complex.exp (R * Complex.I * ((2 * π : ℝ) : ℂ)) = 1 :=
      Complex.exp_eq_one_iff.mpr ⟨R, by push_cast; ring⟩
    rw [integral_exp_mul_complex hc, h1]
    simp
```

## (b) Parseval's identity for scalar coefficients

Let $T$ be a finite set of integers and $c_R$ complex numbers. Show that

$$\int_0^{2\pi}\Big|\sum_{R\in T}e^{ikR}c_R\Big|^2dk=2\pi\sum_{R\in T}|c_R|^2 .$$

Write the squared modulus as the sum times its complex conjugate:

$$\Big|\sum_{R\in T}e^{ikR}c_R\Big|^2=\sum_{R\in T}\sum_{Q\in T}e^{ik(R-Q)}\,c_R\,\overline{c_Q}.$$

Both sums are finite, so they may be integrated term by term. By (a) a pair contributes only if $Q=R$, and then it gives $2\pi|c_R|^2$.

The double sum is the step `expand`. It is an identity between complex numbers, so the real integral is first carried over to $\mathbb C$ by `Complex.ofReal_injective`. Continuity of each term justifies exchanging sum and integral, and `Finset.sum_eq_single R` keeps the diagonal term.

```lean
/-- Parseval's identity for a finite Fourier sum with complex coefficients. -/
theorem scalar_parseval (T : Finset ℤ) (c : ℤ → ℂ) :
    ∫ k in (0 : ℝ)..(2 * π), ‖∑ R ∈ T, Complex.exp (R * Complex.I * k) * c R‖ ^ 2 =
      2 * π * ∑ R ∈ T, ‖c R‖ ^ 2 := by
  -- the squared modulus is a double sum over pairs of lattice vectors
  have expand : ∀ k : ℝ,
      ((‖∑ R ∈ T, Complex.exp (R * Complex.I * k) * c R‖ ^ 2 : ℝ) : ℂ) =
        ∑ R ∈ T, ∑ Q ∈ T,
          Complex.exp (((R - Q : ℤ) : ℂ) * Complex.I * k) * (c R * conj (c Q)) := by
    intro k
    rw [← Complex.normSq_eq_norm_sq, ← Complex.mul_conj, map_sum, Finset.sum_mul_sum]
    refine Finset.sum_congr rfl fun R _ => Finset.sum_congr rfl fun Q _ => ?_
    have hp : Complex.exp (((R - Q : ℤ) : ℂ) * Complex.I * k) =
        Complex.exp (R * Complex.I * k) * conj (Complex.exp (Q * Complex.I * k)) := by
      rw [← Complex.exp_conj, ← Complex.exp_add]
      congr 1
      simp only [map_mul, Complex.conj_I, Complex.conj_ofReal, map_intCast, Int.cast_sub]
      ring
    rw [hp, map_mul]
    ring
  apply Complex.ofReal_injective
  rw [← intervalIntegral.integral_ofReal]
  simp only [expand]
  rw [intervalIntegral.integral_finsetSum]
  · rw [Complex.ofReal_mul, Complex.ofReal_sum, Finset.mul_sum]
    refine Finset.sum_congr rfl fun R hR => ?_
    rw [intervalIntegral.integral_finsetSum]
    · simp_rw [intervalIntegral.integral_mul_const, integral_phase]
      -- only the diagonal pair survives the zone integral
      rw [Finset.sum_eq_single R]
      · rw [if_pos (sub_self R), Complex.mul_conj, Complex.normSq_eq_norm_sq]
      · intro Q _ hQ
        rw [if_neg (sub_ne_zero.mpr hQ.symm), zero_mul]
      · exact fun h => absurd hR h
    · intro Q _
      exact Continuous.intervalIntegrable (by fun_prop) _ _
  · intro R _
    exact Continuous.intervalIntegrable (by fun_prop) _ _
```

## (c) Parseval's identity for hopping matrices

Show that

$$\big\langle\|H\|_F^2\big\rangle=\sum_{R\in\operatorname{supp}h}\|h_R\|_F^2 .$$

Each entry of $H(k)$ is a scalar Fourier sum, $H_{ij}(k)=\sum_R e^{ikR}(h_R)_{ij}$. Applying (b) to each entry gives

$$\frac1{2\pi}\int_0^{2\pi}\sum_{i,j}|H_{ij}(k)|^2dk=\sum_{i,j}\sum_{R}|(h_R)_{ij}|^2=\sum_R\sum_{i,j}|(h_R)_{ij}|^2,$$

and the inner sum on the right is $\|h_R\|_F^2$.

The steps `entry` and `key` are the entry formula and the integrated sum. The two uses of `Finset.sum_comm` move the sum over $R$ to the front.

```lean
/-- The zone average of the squared Frobenius norm of `H(k)` is the sum of the squared
Frobenius norms of its hopping matrices. -/
theorem bloch_parseval [Fintype n] (h : ℤ →₀ Matrix n n ℂ) :
    zoneAvg (fun k => frobSq (bloch h k)) = ∑ R ∈ h.support, frobSq (h R) := by
  have entry : ∀ (k : ℝ) (i j : n), bloch h k i j =
      ∑ R ∈ h.support, Complex.exp (R * Complex.I * k) * h R i j := by
    intro k i j
    simp only [bloch, Finsupp.sum, Matrix.sum_apply, Matrix.smul_apply, smul_eq_mul]
  have key : ∫ k in (0 : ℝ)..(2 * π), frobSq (bloch h k) =
      ∑ i, ∑ j, 2 * π * ∑ R ∈ h.support, ‖h R i j‖ ^ 2 := by
    simp only [frobSq, entry]
    rw [intervalIntegral.integral_finsetSum]
    · refine Finset.sum_congr rfl fun i _ => ?_
      rw [intervalIntegral.integral_finsetSum]
      · exact Finset.sum_congr rfl fun j _ => scalar_parseval h.support fun R => h R i j
      · intro j _
        exact Continuous.intervalIntegrable (by fun_prop) _ _
    · intro i _
      exact Continuous.intervalIntegrable (by fun_prop) _ _
  rw [zoneAvg, key]
  simp only [← Finset.mul_sum]
  rw [← mul_assoc, inv_mul_cancel₀ (by positivity), one_mul]
  exact (Finset.sum_congr rfl fun i _ => Finset.sum_comm).trans Finset.sum_comm
```

## (d) Splitting the error into mismatch and tail

Let $g$ be a model with $\operatorname{supp}g\subseteq S$. Show that

$$E(h,g)=\sum_{R\in S}\|h_R-g_R\|_F^2+\sum_{R\in\operatorname{supp}h\setminus S}\|h_R\|_F^2 .$$

The Fourier sum is linear, so $H(k)-G(k)=\sum_R e^{ikR}(h_R-g_R)$ is the Bloch sum of the model $h-g$. By (c), its averaged squared norm is $\sum_R\|h_R-g_R\|_F^2$. Divide this sum into $R\in S$ and $R\notin S$. In the second group $g_R=0$, so the term is $\|h_R\|_F^2$, which is nonzero only for $R\in\operatorname{supp}h$.

Linearity is `lin`, and `g0` says that $g_R=0$ outside $S$. The sum from (c) runs over the support of $h-g$, which `hs` places inside $S\cup(\operatorname{supp}h\setminus S)$. `Finset.sum_subset` enlarges the range by zero terms, and `Finset.sum_union` splits it.

```lean
/-- For a model with hoppings supported in `S`, the error is the hopping mismatch on `S`
plus the weight of the hoppings of `H` outside `S`. -/
theorem modelError_eq [Fintype n] (h g : ℤ →₀ Matrix n n ℂ) (S : Finset ℤ)
    (hg : g.support ⊆ S) :
    modelError h g =
      ∑ R ∈ S, frobSq (h R - g R) + ∑ R ∈ h.support \ S, frobSq (h R) := by
  have g0 : ∀ R, R ∉ S → g R = 0 := fun R hR =>
    Finsupp.notMem_support_iff.mp fun h' => hR (hg h')
  have lin : ∀ k, bloch h k - bloch g k = bloch (h - g) k := by
    intro k
    unfold bloch
    exact (Finsupp.sum_sub_index fun R A B => smul_sub _ A B).symm
  have hs : (h - g).support ⊆ S ∪ (h.support \ S) := by
    intro R hR
    by_cases hS : R ∈ S
    · exact Finset.mem_union_left _ hS
    · refine Finset.mem_union_right _ (Finset.mem_sdiff.mpr ⟨?_, hS⟩)
      rw [Finsupp.mem_support_iff, Finsupp.sub_apply, g0 R hS, sub_zero] at hR
      exact Finsupp.mem_support_iff.mpr hR
  simp only [modelError, lin]
  rw [bloch_parseval, Finset.sum_subset hs (fun R _ hR => by
    rw [Finsupp.notMem_support_iff.mp hR]; simp [frobSq]),
    Finset.sum_union Finset.disjoint_sdiff]
  refine congrArg₂ (· + ·) (Finset.sum_congr rfl fun R _ => by rw [Finsupp.sub_apply])
    (Finset.sum_congr rfl fun R hR => ?_)
  rw [Finsupp.sub_apply, g0 R (Finset.mem_sdiff.mp hR).2, sub_zero]
```

## (e) Positivity of the norm

Show that $A\neq0$ implies

$$\|A\|_F^2>0 .$$

A nonzero matrix has an entry $A_{ij}\neq0$. This entry contributes $|A_{ij}|^2>0$, and no other term is negative. The proof obtains the entry by contradiction and applies `Finset.sum_pos'` once for the rows and once for the columns.

```lean
/-- A nonzero matrix has positive squared Frobenius norm. -/
theorem frobSq_pos [Fintype n] {A : Matrix n n ℂ} (hA : A ≠ 0) : 0 < frobSq A := by
  obtain ⟨i, j, hij⟩ : ∃ i j, A i j ≠ 0 := by
    by_contra! H
    exact hA (Matrix.ext fun i j => H i j)
  exact Finset.sum_pos' (fun i _ => Finset.sum_nonneg fun j _ => sq_nonneg _)
    ⟨i, Finset.mem_univ i, Finset.sum_pos' (fun j _ => sq_nonneg _)
      ⟨j, Finset.mem_univ j, pow_pos (norm_pos_iff.mpr hij) 2⟩⟩
```

## (f) The unique minimizer

Show that $h^S$ is supported in $S$, that

$$E(h,h^S)=\sum_{R\in\operatorname{supp}h\setminus S}\|h_R\|_F^2 ,$$

and that every other model $g\neq h^S$ with $\operatorname{supp}g\subseteq S$ satisfies $E(h,g)>E(h,h^S)$.

The support statement is immediate from the definition. For $g=h^S$ every mismatch term in (d) is zero, which leaves the tail. Now let $g\neq h^S$ be supported in $S$. If $g_R=h_R$ held for all $R\in S$, then $g$ would agree with $h^S$ on $S$, and both vanish outside it, so they would be equal. Hence $g_R\neq h_R$ for some $R\in S$. By (e) the mismatch sum is positive, while the tail is the same for all admissible $g$.

The theorem states these three facts as a conjunction, with the strict inequality written against the tail sum itself. In the proof, `t` is the case formula for $h^S_R$, the `obtain` step finds the differing $R$, `hpos` is the positive mismatch, and `linarith` adds the tail.

For Wannier-based tight-binding models this means that, in a one-dimensional non-interacting model of finite hopping range, refitting the retained hoppings after a cutoff cannot lower this particular error. A fit to selected band energies, or one that also varies the Wannier gauge, is a different minimization problem.

```lean
/-- The truncated model has hoppings in `S`, its error is the weight of the hoppings dropped,
and every other model with hoppings supported in `S` has a strictly larger error. -/
theorem truncate_unique_minimizer [Fintype n] (h : ℤ →₀ Matrix n n ℂ) (S : Finset ℤ) :
    (truncate h S).support ⊆ S ∧
    modelError h (truncate h S) = ∑ R ∈ h.support \ S, frobSq (h R) ∧
    ∀ g : ℤ →₀ Matrix n n ℂ, g.support ⊆ S → g ≠ truncate h S →
      ∑ R ∈ h.support \ S, frobSq (h R) < modelError h g := by
  have t : ∀ R, truncate h S R = if R ∈ S then h R else 0 := fun R => by
    simp [truncate, Finsupp.filter_apply]
  have hsupp : (truncate h S).support ⊆ S := by
    intro R hR
    by_contra hS
    exact Finsupp.mem_support_iff.mp hR (by rw [t, if_neg hS])
  refine ⟨hsupp, ?_, fun g hg hne => ?_⟩
  · rw [modelError_eq h _ S hsupp, Finset.sum_eq_zero, zero_add]
    intro R hR
    rw [t, if_pos hR, sub_self]
    simp [frobSq]
  · -- a different model must differ from `h` at some lattice vector in `S`
    obtain ⟨R, hR, hd⟩ : ∃ R ∈ S, h R ≠ g R := by
      by_contra! H
      refine hne (Finsupp.ext fun R => ?_)
      rw [t]
      by_cases hS : R ∈ S
      · rw [if_pos hS, H R hS]
      · rw [if_neg hS]
        exact Finsupp.notMem_support_iff.mp fun h' => hS (hg h')
    have hpos : 0 < ∑ R ∈ S, frobSq (h R - g R) :=
      Finset.sum_pos'
        (fun Q _ => Finset.sum_nonneg fun i _ => Finset.sum_nonneg fun j _ => sq_nonneg _)
        ⟨R, hR, frobSq_pos (sub_ne_zero.mpr hd)⟩
    rw [modelError_eq h g S hg]
    linarith
```

## (g) Hermiticity of the Bloch Hamiltonian

Suppose that $h_{-R}=h_R^\dagger$ for all $R$, which says that the real-space Hamiltonian is Hermitian. Show that for every $k$

$$H(k)^\dagger=H(k).$$

Take the adjoint term by term and then rename $-R$ as $R$:

$$H(k)^\dagger=\sum_R e^{-ikR}h_R^\dagger=\sum_R e^{-ikR}h_{-R}=\sum_R e^{ikR}h_R=H(k).$$

The renaming requires that the support be symmetric under $R\to-R$, which is `hmem`. `Finset.sum_nbij'` then matches the term $R$ with the term $-R$.

```lean
/-- If the hoppings satisfy `h_{-R} = h_R†`, the Bloch Hamiltonian is Hermitian at every `k`. -/
theorem bloch_isHermitian (h : ℤ →₀ Matrix n n ℂ) (hh : ∀ R, h (-R) = (h R)ᴴ) (k : ℝ) :
    (bloch h k).IsHermitian := by
  have hmem : ∀ R ∈ h.support, -R ∈ h.support := by
    intro R hR
    rw [Finsupp.mem_support_iff] at hR ⊢
    rw [hh]
    exact fun h0 => hR (Matrix.conjTranspose_eq_zero.mp h0)
  unfold Matrix.IsHermitian bloch Finsupp.sum
  rw [Matrix.conjTranspose_sum]
  -- taking the adjoint exchanges the terms `R` and `-R`
  refine Finset.sum_nbij' (fun R => -R) (fun R => -R) hmem hmem
    (fun R _ => neg_neg R) (fun R _ => neg_neg R) ?_
  intro R _
  change (Complex.exp (R * Complex.I * k) • h R)ᴴ =
    Complex.exp (((-R : ℤ) : ℂ) * Complex.I * k) • h (-R)
  rw [Matrix.conjTranspose_smul, hh]
  congr 1
  rw [Complex.star_def, ← Complex.exp_conj]
  congr 1
  simp only [map_mul, Complex.conj_I, Complex.conj_ofReal, map_intCast, Int.cast_neg]
  ring
```

## (h) Hermiticity after truncation

Suppose in addition that $-R\in S$ whenever $R\in S$. Show that for every $k$

$$\Big(\sum_{R\in S}e^{ikR}h_R\Big)^\dagger=\sum_{R\in S}e^{ikR}h_R .$$

By (g) it is enough that $h^S_{-R}=(h^S_R)^\dagger$. If $R\in S$, then $-R\in S$ and the relation is the one assumed for $h$. If $R\notin S$, then $-R\notin S$ as well, and both sides are zero. The proof makes the same case distinction with `by_cases`.

Some condition on $S$ is needed: for one orbital with $h_1=h_{-1}=1$ and $S=\{1\}$, the truncated Hamiltonian is $e^{ik}$, which is not real at $k=\pi/2$.

The models compared in (f) include non-Hermitian ones. Under the present assumptions the minimizer is Hermitian, so it is also the unique best choice among Hermitian models supported in $S$.

```lean
/-- If `h_{-R} = h_R†` and `S` contains `-R` along with each `R`, the truncated Bloch
Hamiltonian is Hermitian at every `k`. -/
theorem truncate_isHermitian (h : ℤ →₀ Matrix n n ℂ) (S : Finset ℤ)
    (hh : ∀ R, h (-R) = (h R)ᴴ) (hS : ∀ R ∈ S, -R ∈ S) (k : ℝ) :
    (bloch (truncate h S) k).IsHermitian := by
  have t : ∀ R, truncate h S R = if R ∈ S then h R else 0 := fun R => by
    simp [truncate, Finsupp.filter_apply]
  refine bloch_isHermitian _ (fun R => ?_) k
  rw [t, t]
  by_cases hR : R ∈ S
  · rw [if_pos hR, if_pos (hS R hR), hh]
  · have hR' : -R ∉ S := fun h' => hR (by simpa using hS (-R) h')
    rw [if_neg hR, if_neg hR', Matrix.conjTranspose_zero]

end

end TruncatedWannier
```

```lean
#print axioms TruncatedWannier.truncate_unique_minimizer
-- 'TruncatedWannier.truncate_unique_minimizer' depends on axioms: [propext, Classical.choice, Quot.sound]
#print axioms TruncatedWannier.truncate_isHermitian
-- 'TruncatedWannier.truncate_isHermitian' depends on axioms: [propext, Classical.choice, Quot.sound]
```
